# For n orthonormal real orbitals with total population 1/2 on every atom, ΣC⁴ ≤ n/2, with equality exactly for two-centre orbitals on disjoint atom pairs

A localisation routine run on the π orbitals of benzene returns a number, and the number alone does not say whether the optimiser has stalled or whether three separate double bonds were never available. Without an upper bound and its equality condition, one may keep restarting a search for orbitals that no rotation can produce.

## The bound n/2 and its equality case

Let $C_{ri}$ be the real coefficient of occupied orbital $i$ on atom $r$, with $n$ orbitals and one orthonormal basis function per atom. Assume

$$C^TC=1,\qquad \sum_i C_{ri}^2=\tfrac12\ \text{ for every } r .$$

The second condition says that, with two electrons per orbital, every atom carries exactly one electron, as in the Hückel ground state of benzene. Summing it over the atoms gives $n$, so there are $2n$ atoms.

For every orthogonal $n\times n$ matrix $U$, the rotated orbitals $D=CU$ satisfy

$$L(D)=\sum_{i,r}D_{ri}^4\le \frac n2 .$$

Equality holds exactly when each column of $D$ is $(\pm e_r\pm e_s)/\sqrt2$ with $r\ne s$, and different columns use disjoint atom pairs. Here $e_r$ is the basis function on atom $r$. Below, such an orbital is called a two-centre bond for either relative sign, although opposite signs can make it antibonding.

## Checks for a localisation code

In this one-function-per-atom model, $L$ is the Pipek–Mezey functional, and reaching the bound means that the closed-shell determinant has been rewritten in two-centre orbitals on disjoint atom pairs. The bound supports three checks:

- A value above $n/2$, beyond rounding, means that an assumption is violated, for instance that $U$ has lost orthogonality.
- A value equal to $n/2$ is a global maximum.
- If some element of the one-spin density matrix $P=CC^T$ is not $0$ or $\pm\frac12$, no rotation reaches $n/2$. This can be tested before any optimisation.

A value below $n/2$ does not by itself show whether the optimiser has converged.

## From populations to atom pairs

Since $U$ is square, $U^TU=1$ also gives $UU^T=1$. Hence

$$D^TD=U^TC^TCU=1,\qquad DD^T=CUU^TC^T=P .$$

The diagonal of $P$ is unchanged, so $D$ satisfies both original conditions.

Write $q_{ri}=D_{ri}^2$. The row condition gives $0\le q_{ri}\le\frac12$, and normalisation gives $\sum_r q_{ri}=1$. Therefore

$$0\le\sum_{i,r}q_{ri}\left(\tfrac12-q_{ri}\right)
=\tfrac12\sum_i 1-\sum_{i,r}q_{ri}^2=\frac n2-L(D).$$

Every term is nonnegative, so equality holds exactly when every $q_{ri}$ is $0$ or $\frac12$. Each column then has exactly two nonzero entries, each equal to $\pm1/\sqrt2$. Two orbitals sharing an atom would give it population at least $1$, against the required $\frac12$, so the pairs are disjoint. Conversely, a two-centre bond has only populations $0$ and $\frac12$.

At equality, at most one orbital contributes to $P_{rs}=\sum_iD_{ri}D_{si}$, so $P_{rs}$ is $0$ or $\pm\frac12$. For benzene, number the atoms from zero around the ring and take the occupied orbitals $(1,1,1,1,1,1)/\sqrt6$, $(2,1,-1,-2,-1,1)/\sqrt{12}$ and $(0,1,1,0,-1,-1)/2$. Then

$$P_{01}=\frac16+\frac{2}{12}+0=\frac13,$$

and every rotation stays strictly below $\frac32$.

## The Lean definitions and the proof

The finite types `α` and `ι` label atoms and orbitals. `HalfFilled C` contains the two conditions on $C$, `localisation` is $L$, and `bond` is the two-centre orbital with signs `σ` and `τ`. `IsKekule` says that all columns have this form on disjoint pairs. The main theorem, `kekule_bound`, takes `HalfFilled C` and `Uᵀ * U = 1`, and states both the inequality and the equivalence for `C * U`. Taking $U=1$ gives the statement for $C$ itself. The bound `Fintype.card ι / 2` is a real division, so three orbitals give $3/2$.

`HalfFilled.normalised` reads the column norms off the diagonal of $C^TC=1$. In `HalfFilled.populations`, `nn` is the sign of each term and `deficit` is the displayed identity; a vanishing sum of nonnegative terms then forces each term to vanish. `HalfFilled.exclusive` excludes two orbitals on one atom. `HalfFilled.isKekule` counts the atoms with population $\frac12$, finds two, and recovers the signs as $\sqrt2$ times the coefficients.

`HalfFilled.rotate` carries out the matrix products above, and `kekule_bound` combines these results with the converse. `delocalised_lt` is the density-matrix test. `benzene_witness` checks the explicit orbitals entry by entry, using only the squares of the two radicals, and `benzene_lt` applies the test. `ethylenes_witness` shows that separate bonds attain the bound for any finite number of pairs.

```lean
import Mathlib

open Matrix

namespace KekuleBound

noncomputable section

variable {α ι : Type*} [Fintype α] [Fintype ι] [DecidableEq α] [DecidableEq ι]

/-- Orthonormal real orbitals (columns) over atoms (rows), with the same total squared
amplitude 1/2 on every atom. -/
structure HalfFilled (C : Matrix α ι ℝ) : Prop where
  orthonormal : Cᵀ * C = 1
  uniform : ∀ r, ∑ i, C r i ^ 2 = 1 / 2

/-- The localisation functional: the sum of squared atomic populations of all orbitals. -/
def localisation (C : Matrix α ι ℝ) : ℝ := ∑ i, ∑ r, C r i ^ 4

/-- The two-centre orbital `(σ e_r + τ e_s) / √2`. -/
def bond (r s : α) (σ τ : ℝ) (q : α) : ℝ :=
  (σ * (if q = r then 1 else 0) + τ * (if q = s then 1 else 0)) / √2

/-- Every orbital is a two-centre bond with signs `σ`, `τ`, and different orbitals
occupy disjoint pairs of atoms. -/
def IsKekule (C : Matrix α ι ℝ) : Prop :=
  ∃ (a b : ι → α) (σ τ : ι → ℝ),
    (∀ i, a i ≠ b i ∧ σ i ^ 2 = 1 ∧ τ i ^ 2 = 1 ∧
      ∀ r, C r i = bond (a i) (b i) (σ i) (τ i) r) ∧
    ∀ i j, i ≠ j → a i ≠ a j ∧ a i ≠ b j ∧ b i ≠ b j

omit [DecidableEq α] in
/-- For half-filled orbitals, the atomic populations of each orbital sum to one. -/
theorem HalfFilled.normalised {C : Matrix α ι ℝ} (hC : HalfFilled C) (i : ι) :
    ∑ r, C r i ^ 2 = 1 := by
  have h : (Cᵀ * C) i i = (1 : Matrix ι ι ℝ) i i := by rw [hC.orthonormal]
  rw [Matrix.mul_apply, Matrix.one_apply_eq] at h
  refine Eq.trans (Finset.sum_congr rfl fun r _ => ?_) h
  rw [Matrix.transpose_apply]
  ring

omit [DecidableEq α] in
/-- For half-filled orbitals, the functional is at most half their number, with equality exactly
when every atomic population of every orbital is 0 or 1/2. -/
theorem HalfFilled.populations {C : Matrix α ι ℝ} (hC : HalfFilled C) :
    localisation C ≤ Fintype.card ι / 2 ∧
    (localisation C = Fintype.card ι / 2 ↔ ∀ r i, C r i ^ 2 = 0 ∨ C r i ^ 2 = 1 / 2) := by
  have nn : ∀ i r, 0 ≤ C r i ^ 2 * (1 / 2 - C r i ^ 2) := fun i r =>
    mul_nonneg (sq_nonneg _) (sub_nonneg.2 (le_of_le_of_eq
      (Finset.single_le_sum (f := fun j => C r j ^ 2) (fun j _ => sq_nonneg _)
        (Finset.mem_univ i)) (hC.uniform r)))
  -- the distance to the bound is a sum of nonnegative terms
  have col : ∀ i, ∑ r, C r i ^ 2 * (1 / 2 - C r i ^ 2) = 1 / 2 - ∑ r, C r i ^ 4 := by
    intro i
    calc _ = ∑ r, (1 / 2 * C r i ^ 2 - C r i ^ 4) :=
          Finset.sum_congr rfl fun r _ => by ring
      _ = _ := by rw [Finset.sum_sub_distrib, ← Finset.mul_sum, hC.normalised i, mul_one]
  have deficit : ∑ i, ∑ r, C r i ^ 2 * (1 / 2 - C r i ^ 2)
      = Fintype.card ι / 2 - localisation C := by
    rw [Finset.sum_congr rfl fun i _ => col i, Finset.sum_sub_distrib, Finset.sum_const,
      Finset.card_univ, nsmul_eq_mul, localisation]
    ring
  have nn' : ∀ i, 0 ≤ ∑ r, C r i ^ 2 * (1 / 2 - C r i ^ 2) := fun i =>
    Finset.sum_nonneg fun r _ => nn i r
  refine ⟨by linarith [Finset.sum_nonneg fun i (_ : i ∈ Finset.univ) => nn' i],
    fun h r i => ?_, fun h => ?_⟩
  · have h0 : ∑ i, ∑ r, C r i ^ 2 * (1 / 2 - C r i ^ 2) = 0 := by rw [deficit]; linarith
    have h1 := (Finset.sum_eq_zero_iff_of_nonneg fun i _ => nn' i).1 h0 i (Finset.mem_univ i)
    have h2 := (Finset.sum_eq_zero_iff_of_nonneg fun r _ => nn i r).1 h1 r (Finset.mem_univ r)
    rcases mul_eq_zero.1 h2 with h3 | h3
    · exact Or.inl h3
    · right; linarith
  · have h0 : ∑ i, ∑ r, C r i ^ 2 * (1 / 2 - C r i ^ 2) = 0 :=
      Finset.sum_eq_zero fun i _ => Finset.sum_eq_zero fun r _ => by
        rcases h r i with h | h <;> rw [h] <;> norm_num
    linarith

omit [DecidableEq α] in
/-- Among half-filled orbitals, two with population 1/2 on the same atom are the same orbital. -/
theorem HalfFilled.exclusive {C : Matrix α ι ℝ} (hC : HalfFilled C) {r : α} {i j : ι}
    (hi : C r i ^ 2 = 1 / 2) (hj : C r j ^ 2 = 1 / 2) : i = j := by
  by_contra hij
  have h : ∑ k ∈ ({i, j} : Finset ι), C r k ^ 2 ≤ ∑ k, C r k ^ 2 :=
    Finset.sum_le_sum_of_subset_of_nonneg (Finset.subset_univ _) fun k _ _ => sq_nonneg _
  rw [Finset.sum_pair hij, hC.uniform r] at h
  linarith

/-- If all atomic populations of half-filled orbitals are 0 or 1/2, the orbitals are two-centre
bonds on disjoint atom pairs. -/
theorem HalfFilled.isKekule {C : Matrix α ι ℝ} (hC : HalfFilled C)
    (hq : ∀ r i, C r i ^ 2 = 0 ∨ C r i ^ 2 = 1 / 2) : IsKekule C := by
  -- normalisation leaves exactly two atoms per orbital
  have pair : ∀ i, ∃ r s, r ≠ s ∧ C r i ^ 2 = 1 / 2 ∧ C s i ^ 2 = 1 / 2 ∧
      ∀ q, q ≠ r → q ≠ s → C q i = 0 := by
    intro i
    have h : ∑ r, (if C r i ^ 2 = 1 / 2 then (1 / 2 : ℝ) else 0) = 1 := by
      refine Eq.trans (Finset.sum_congr rfl fun r _ => ?_) (hC.normalised i)
      rcases hq r i with h | h
      · rw [h]; norm_num
      · rw [if_pos h, h]
    rw [← Finset.sum_filter, Finset.sum_const, nsmul_eq_mul] at h
    have hc : (Finset.univ.filter fun r => C r i ^ 2 = 1 / 2).card = 2 := by
      have h2 : ((Finset.univ.filter fun r => C r i ^ 2 = 1 / 2).card : ℝ) = 2 := by linarith
      exact_mod_cast h2
    obtain ⟨r, s, hrs, hS⟩ := Finset.card_eq_two.1 hc
    have hm : ∀ q, C q i ^ 2 = 1 / 2 ↔ q = r ∨ q = s := by
      intro q
      have h3 := Finset.ext_iff.1 hS q
      simp only [Finset.mem_filter, Finset.mem_univ, true_and, Finset.mem_insert,
        Finset.mem_singleton] at h3
      exact h3
    refine ⟨r, s, hrs, (hm r).2 (Or.inl rfl), (hm s).2 (Or.inr rfl), fun q h1 h2 => ?_⟩
    rcases hq q i with h3 | h3
    · exact pow_eq_zero_iff (two_ne_zero) |>.1 h3
    · exact ((hm q).1 h3).elim (fun h => (h1 h).elim) fun h => (h2 h).elim
  choose a b hab ha hb h0 using pair
  have hs : √2 ≠ 0 := by positivity
  have sign : ∀ x : ℝ, x ^ 2 = 1 / 2 → (√2 * x) ^ 2 = 1 := by
    intro x hx
    rw [mul_pow, Real.sq_sqrt (by norm_num), hx]
    norm_num
  refine ⟨a, b, fun i => √2 * C (a i) i, fun i => √2 * C (b i) i,
    fun i => ⟨hab i, sign _ (ha i), sign _ (hb i), fun r => ?_⟩, fun i j hij =>
    ⟨fun h => hij (hC.exclusive (ha i) (by rw [h]; exact ha j)),
     fun h => hij (hC.exclusive (ha i) (by rw [h]; exact hb j)),
     fun h => hij (hC.exclusive (hb i) (by rw [h]; exact hb j))⟩⟩
  unfold bond
  rw [eq_div_iff hs]
  by_cases h1 : r = a i
  · have h2 : r ≠ b i := fun h => hab i (h1.symm.trans h)
    rw [if_pos h1, if_neg h2, h1]; ring
  · by_cases h2 : r = b i
    · rw [if_neg h1, if_pos h2, h2]; ring
    · rw [if_neg h1, if_neg h2, h0 i r h1 h2]; ring

omit [DecidableEq α] in
/-- An orthogonal rotation of the orbitals preserves half filling and the density matrix. -/
theorem HalfFilled.rotate {C : Matrix α ι ℝ} (hC : HalfFilled C) {U : Matrix ι ι ℝ}
    (hU : Uᵀ * U = 1) : HalfFilled (C * U) ∧ (C * U) * (C * U)ᵀ = C * Cᵀ := by
  have hU' : U * Uᵀ = 1 := mul_eq_one_comm.1 hU
  have hP : (C * U) * (C * U)ᵀ = C * Cᵀ := by
    rw [Matrix.transpose_mul, Matrix.mul_assoc, ← Matrix.mul_assoc U, hU', Matrix.one_mul]
  have diag : ∀ (D : Matrix α ι ℝ) (r : α), (D * Dᵀ) r r = ∑ i, D r i ^ 2 := by
    intro D r
    rw [Matrix.mul_apply]
    exact Finset.sum_congr rfl fun i _ => by rw [Matrix.transpose_apply]; ring
  refine ⟨⟨?_, fun r => ?_⟩, hP⟩
  · rw [Matrix.transpose_mul, Matrix.mul_assoc, ← Matrix.mul_assoc Cᵀ, hC.orthonormal,
      Matrix.one_mul, hU]
  · rw [← diag, hP, diag, hC.uniform]

/-- Kekule bound: for every orthogonal rotation of half-filled orbitals the functional is at
most half the number of orbitals, with equality exactly for two-centre bonds on disjoint
atom pairs. -/
theorem kekule_bound {C : Matrix α ι ℝ} (hC : HalfFilled C) {U : Matrix ι ι ℝ}
    (hU : Uᵀ * U = 1) :
    localisation (C * U) ≤ Fintype.card ι / 2 ∧
    (localisation (C * U) = Fintype.card ι / 2 ↔ IsKekule (C * U)) := by
  have hD := (hC.rotate hU).1
  refine ⟨hD.populations.1, fun h => hD.isKekule (hD.populations.2.1 h), ?_⟩
  rintro ⟨a, b, σ, τ, h, -⟩
  refine hD.populations.2.2 fun r i => ?_
  -- a two-centre bond has populations 0 and 1/2 only
  obtain ⟨hab, hσ, hτ, hv⟩ := h i
  rw [hv r, bond, div_pow, Real.sq_sqrt (by norm_num)]
  by_cases h1 : r = a i
  · have h2 : r ≠ b i := fun h => hab (h1.symm.trans h)
    right; rw [if_pos h1, if_neg h2]; linear_combination hσ / 2
  · by_cases h2 : r = b i
    · right; rw [if_neg h1, if_pos h2]; linear_combination hτ / 2
    · left; rw [if_neg h1, if_neg h2]; ring

omit [DecidableEq α] in
/-- If some density-matrix element of half-filled orbitals differs from 0, 1/2 and -1/2, every
orthogonal rotation of the orbitals stays strictly below the bound. -/
theorem delocalised_lt {C : Matrix α ι ℝ} (hC : HalfFilled C) {U : Matrix ι ι ℝ}
    (hU : Uᵀ * U = 1) {r s : α} (h0 : (C * Cᵀ) r s ≠ 0) (h1 : (C * Cᵀ) r s ≠ 1 / 2)
    (h2 : (C * Cᵀ) r s ≠ -1 / 2) : localisation (C * U) < Fintype.card ι / 2 := by
  obtain ⟨hD, hP⟩ := hC.rotate hU
  refine lt_of_le_of_ne hD.populations.1 fun h => ?_
  have hq := hD.populations.2.1 h
  rw [← hP, Matrix.mul_apply] at h0 h1 h2
  obtain ⟨i, -, hi⟩ := Finset.exists_ne_zero_of_sum_ne_zero h0
  rw [Matrix.transpose_apply] at hi
  have hr := (hq r i).resolve_left (pow_ne_zero 2 (left_ne_zero_of_mul hi))
  have hs := (hq s i).resolve_left (pow_ne_zero 2 (right_ne_zero_of_mul hi))
  -- only one orbital lives on atom r, so one term survives
  have hsum : ∑ j, (C * U) r j * (C * U)ᵀ j s = (C * U) r i * (C * U) s i := by
    refine Finset.sum_eq_single i (fun j _ hj => ?_) fun h => (h (Finset.mem_univ i)).elim
    have hz := (hq r j).resolve_right fun h => hj (hD.exclusive h hr)
    rw [(pow_eq_zero_iff two_ne_zero).1 hz, zero_mul]
  rw [hsum] at h1 h2
  generalize (C * U) r i = x at *
  generalize (C * U) s i = y at *
  have hxy : (x * y - 1 / 2) * (x * y + 1 / 2) = 0 := by
    linear_combination y ^ 2 * hr + 1 / 2 * hs
  rcases mul_eq_zero.1 hxy with h | h
  · exact h1 (by linarith)
  · exact h2 (by linarith)

/-- The three occupied Hückel pi orbitals of benzene. -/
def benzene : Matrix (Fin 6) (Fin 3) ℝ :=
  !![(√6)⁻¹, 2 * (√12)⁻¹, 0; (√6)⁻¹, (√12)⁻¹, 1 / 2; (√6)⁻¹, -(√12)⁻¹, 1 / 2;
     (√6)⁻¹, -2 * (√12)⁻¹, 0; (√6)⁻¹, -(√12)⁻¹, -1 / 2; (√6)⁻¹, (√12)⁻¹, -1 / 2]

/-- The benzene orbitals are half-filled, and the density-matrix element between the first
two atoms is 1/3. -/
theorem benzene_witness : HalfFilled benzene ∧ (benzene * benzeneᵀ) 0 1 = 1 / 3 := by
  have hx : ((√6)⁻¹) ^ 2 = 1 / 6 := by
    rw [inv_pow, Real.sq_sqrt (by norm_num)]; norm_num
  have hy : ((√12)⁻¹) ^ 2 = 1 / 12 := by
    rw [inv_pow, Real.sq_sqrt (by norm_num)]; norm_num
  unfold benzene
  generalize (√6)⁻¹ = x at *
  generalize (√12)⁻¹ = y at *
  refine ⟨⟨?_, fun r => ?_⟩, ?_⟩
  · ext i j
    fin_cases i <;> fin_cases j <;> simp [Matrix.mul_apply, Fin.sum_univ_succ] <;>
      nlinarith [hx, hy]
  · fin_cases r <;> simp [Fin.sum_univ_succ] <;> nlinarith [hx, hy]
  · simp [Matrix.mul_apply, Fin.sum_univ_succ]
    nlinarith [hx, hy]

/-- Every orthogonal rotation of the benzene pi orbitals has a functional strictly
below 3/2. -/
theorem benzene_lt {U : Matrix (Fin 3) (Fin 3) ℝ} (hU : Uᵀ * U = 1) :
    localisation (benzene * U) < 3 / 2 := by
  obtain ⟨hB, hP⟩ := benzene_witness
  have h := delocalised_lt hB hU (r := 0) (s := 1) (by rw [hP]; norm_num)
    (by rw [hP]; norm_num) (by rw [hP]; norm_num)
  rw [Fintype.card_fin] at h
  exact_mod_cast h

/-- One symmetric two-centre orbital on each of a collection of separate atom pairs. -/
def ethylenes (ι : Type*) [DecidableEq ι] : Matrix (ι × Bool) ι ℝ :=
  Matrix.of fun r i => if r.1 = i then (√2)⁻¹ else 0

/-- Separate two-centre bonds are half-filled and attain the bound for any number of pairs. -/
theorem ethylenes_witness : HalfFilled (ethylenes ι) ∧
    localisation (ethylenes ι) = Fintype.card ι / 2 := by
  have hc : ((√2)⁻¹) ^ 2 = 1 / 2 := by
    rw [inv_pow, Real.sq_sqrt (by norm_num)]; norm_num
  unfold ethylenes
  generalize (√2)⁻¹ = c at *
  have hE : HalfFilled (Matrix.of fun (r : ι × Bool) (i : ι) => if r.1 = i then c else 0) := by
    refine ⟨?_, fun r => ?_⟩
    · ext i j
      rw [Matrix.mul_apply, Fintype.sum_prod_type, Matrix.one_apply]
      calc _ = ∑ k, (if k = i then (if i = j then (1 : ℝ) else 0) else 0) := by
            refine Finset.sum_congr rfl fun k _ => ?_
            rw [Fintype.sum_bool]
            simp only [Matrix.transpose_apply, Matrix.of_apply]
            split_ifs <;> first | nlinarith [hc] | simp_all
        _ = _ := by simp
    · calc _ = ∑ i, (if r.1 = i then (1 / 2 : ℝ) else 0) := by
            refine Finset.sum_congr rfl fun i _ => ?_
            simp only [Matrix.of_apply]
            split_ifs
            · exact hc
            · norm_num
        _ = _ := by simp
  refine ⟨hE, hE.populations.2.2 fun r i => ?_⟩
  simp only [Matrix.of_apply]
  split_ifs
  · exact Or.inr hc
  · left; norm_num

end

end KekuleBound
```

```lean
#print axioms KekuleBound.kekule_bound
-- 'KekuleBound.kekule_bound' depends on axioms: [propext, Classical.choice, Quot.sound]
#print axioms KekuleBound.benzene_lt
-- 'KekuleBound.benzene_lt' depends on axioms: [propext, Classical.choice, Quot.sound]
```

## Real orbitals, uniform charge and no bond graph

The theorems concern exact real matrices; a floating-point comparison with $n/2$ needs its own tolerance. They cover neither overlapping basis functions nor several functions per atom. No Hamiltonian or molecular graph enters, so the pairs in `IsKekule` need not be chemical neighbours, and the two signs may be opposite. The density-matrix test is proved in one direction only: a forbidden element rules out equality.

The uniform-charge condition is essential. For two atoms and one orbital, take $C=(1,0)^T$. The column is normalised, but $L=1$ exceeds $n/2=\frac12$: both electrons sit on one atom.

A model with complex orbitals and unitary rotations would use $|C_{ri}|^2$ as populations. The same argument would give the bound $n/2$, with phases replacing the signs in the bonds and $|P_{rs}|$ compared with $0$ and $\frac12$.
